# Paige's corner formula: Ritz residual and starting weight

A Lanczos run on a Hamiltonian matrix $A$ produces a small tridiagonal matrix $T$. Its eigenvectors give approximate states, and their first components say how strongly each state overlaps the starting vector. The last components control how far each state is from being converged. How are the two related?

## The identity

Let $T$ be real symmetric tridiagonal of size $n+1$, with diagonal $a_0,\dots,a_n$ and off-diagonals $b_0,\dots,b_{n-1}$. Let $\chi$ be its characteristic polynomial, and let $Ts=\theta s$ with $s\cdot s=1$. Then

$$s_0\,s_n\,\chi'(\theta)=b_0b_1\cdots b_{n-1}.$$

For $n\ge1$ it follows that $|\chi'(\theta)|\ge 2\prod_{k<n}|b_k|$.

## Where it meets a code

Lanczos codes commonly estimate the residual norm of a Ritz vector by $|b_n s_n|$, where $b_n$ is the next off-diagonal. The identity holds for the exact eigenvectors of whatever $T$ the run has produced. It ties this estimate to the starting weight $s_0$, which here means the amplitude and not its square: $|b_ns_n|\,|s_0\chi'(\theta)|=|b_0\cdots b_n|$. For long runs the product of the $b_k$ may overflow or underflow, and logarithms are safer.

## Derivation

**Slope.** For a real square matrix $A$ with $As=\theta s$, apply $\mathrm{adj}(X-A)(X-A)=\chi_A(X)I$ to $s$:

$$\chi_A(X)\,s=(X-\theta)\,\mathrm{adj}(X-A)\,s.$$

Differentiating and setting $X=\theta$ gives $\mathrm{adj}(\theta-A)s=\chi_A'(\theta)s$.

**Projector.** Let $A$ be symmetric, $s\cdot s=1$, $M=\theta-A$ and $c=\chi_A'(\theta)$. Since $\det M=0$, we have $\mathrm{adj}(M)M=0$, so row $i$ of the adjugate, called $r$, satisfies $Mr=0$. Also $r\cdot s=cs_i$. Put $v=r-cs_is$; then $Mv=0$ and $v\cdot s=0$.

Suppose $v\neq0$. Some nonzero null vector $w$ of $M$ has $w_i=0$: take $s$ if $s_i=0$, otherwise $w=v_is-s_iv$, which is nonzero because $v\cdot w=-s_i\,v\cdot v$. The entry $\mathrm{adj}(M)_{ij}$ is the determinant of $M$ with row $j$ replaced by the unit row $e_i^T$. That matrix still annihilates $w$, so the entry vanishes for every $j$. Hence $r=0$, then $cs_i=0$ and $v=0$, a contradiction. So $\mathrm{adj}(\theta-A)=c\,ss^T$.

**Corner.** Deleting the last row and first column of $\theta-T$ leaves a lower triangular matrix with diagonal $-b_0,\dots,-b_{n-1}$. The cofactor sign $(-1)^n$ cancels the minus signs, so $\mathrm{adj}(\theta-T)_{0n}=\prod_{k<n}b_k$. Comparison with $c\,s_0s_n$ gives the identity.

**Bound.** For $n\ge1$, $2|s_0s_n|\le s_0^2+s_n^2\le1$. Take absolute values in the identity.

**Residual.** Let $V$ be the matrix whose $n+1$ columns are the Lanczos vectors, $q$ the next Lanczos vector and $e_n$ the last unit vector of size $n+1$; $Vs$ is the Ritz vector. If $AV=VT+b_nq\,e_n^T$, then $AVs-\theta Vs=b_ns_nq$. Multiplying by $s_0\chi'(\theta)$ gives $(b_0\cdots b_n)\,q$.

## An instance by hand

Take $T=\begin{pmatrix}0&12\\12&7\end{pmatrix}$, $\theta=16$, $s=(3/5,4/5)$. Here $\chi(x)=x^2-7x-144$ and $\chi'(16)=25$, so $\tfrac{12}{25}\cdot25=12=b_0$. The bound reads $25\ge24$. With $b_1=12$ and unit $q$, the residual norm is $12\cdot\tfrac45=9.6$; multiplied by $s_0\chi'(16)=15$ it is $144=b_0b_1$.

## The Lean file

```lean
import Mathlib

open Matrix Polynomial

namespace PaigeFormula

noncomputable section

variable {N : Type*} [Fintype N] [DecidableEq N]

/-- The real symmetric tridiagonal matrix of size `n + 1` with diagonal entries `a 0, ..., a n`
and off-diagonal entries `b 0, ..., b (n - 1)`. -/
def jacobi (n : ℕ) (a b : ℕ → ℝ) : Matrix (Fin (n + 1)) (Fin (n + 1)) ℝ :=
  Matrix.of fun i j =>
    if (i : ℕ) = (j : ℕ) then a i
    else if (i : ℕ) + 1 = (j : ℕ) then b i
    else if (j : ℕ) + 1 = (i : ℕ) then b j
    else 0

/-- If a matrix has a nonzero null vector whose component `i` vanishes, then row `i` of its
adjugate is zero. -/
theorem adjugate_row_eq_zero (M : Matrix N N ℝ) (w : N → ℝ) (hw : w ≠ 0)
    (hM : M *ᵥ w = 0) (i : N) (hi : w i = 0) (j : N) : M.adjugate i j = 0 := by
  rw [Matrix.adjugate_apply]
  refine Matrix.exists_mulVec_eq_zero_iff.mp ⟨w, hw, ?_⟩
  funext k
  by_cases hk : k = j
  · simp [Matrix.mulVec, dotProduct, Matrix.updateRow_apply, Pi.single_apply, hk, hi]
  · have h := congrFun hM k
    simpa [Matrix.mulVec, dotProduct, Matrix.updateRow_apply, hk] using h

/-- If a unit null vector `s` of a symmetric matrix is an eigenvector of the adjugate with
eigenvalue `c`, then the adjugate is `c` times the projector onto `s`. -/
theorem adjugate_eq_of_null (M : Matrix N N ℝ) (hsym : M.IsSymm) (s : N → ℝ) (c : ℝ)
    (hs : s ⬝ᵥ s = 1) (hM : M *ᵥ s = 0) (hc : M.adjugate *ᵥ s = c • s) :
    M.adjugate = c • Matrix.vecMulVec s s := by
  have hs0 : s ≠ 0 := by
    rintro rfl
    simp at hs
  have hdet : M.det = 0 := Matrix.exists_mulVec_eq_zero_iff.mp ⟨s, hs0, hM⟩
  ext i j
  -- row `i` of the adjugate is itself a null vector
  have hr : M *ᵥ (M.adjugate i) = 0 := by
    funext k
    have h0 := congrFun (congrFun (Matrix.adjugate_mul M) i) k
    rw [hdet, zero_smul, Matrix.mul_apply] at h0
    calc ∑ l, M k l * M.adjugate i l = ∑ l, M.adjugate i l * M l k :=
          Finset.sum_congr rfl fun l _ => by rw [← hsym.apply k l, mul_comm]
      _ = 0 := h0
  have hrs : M.adjugate i ⬝ᵥ s = c * s i := congrFun hc i
  -- its part orthogonal to `s` must vanish
  obtain ⟨v, hv⟩ : ∃ v : N → ℝ, v = M.adjugate i - (c * s i) • s := ⟨_, rfl⟩
  have hMv : M *ᵥ v = 0 := by
    rw [hv, Matrix.mulVec_sub, Matrix.mulVec_smul, hr, hM, smul_zero, sub_zero]
  have hvs : v ⬝ᵥ s = 0 := by
    rw [hv, sub_dotProduct, smul_dotProduct, hrs, hs, smul_eq_mul, mul_one, sub_self]
  have hv0 : v = 0 := by
    by_contra hne
    have hrow : ∀ l, M.adjugate i l = 0 := by
      by_cases hi : s i = 0
      · exact adjugate_row_eq_zero M s hs0 hM i hi
      · refine adjugate_row_eq_zero M (v i • s - s i • v) ?_ ?_ i ?_
        · intro hw
          have h1 : v ⬝ᵥ (v i • s - s i • v) = 0 := by rw [hw, dotProduct_zero]
          rw [dotProduct_sub, dotProduct_smul, dotProduct_smul, hvs, smul_zero, zero_sub,
            neg_eq_zero, smul_eq_mul] at h1
          exact hne (dotProduct_self_eq_zero.mp ((mul_eq_zero.mp h1).resolve_left hi))
        · rw [Matrix.mulVec_sub, Matrix.mulVec_smul, Matrix.mulVec_smul, hM, hMv,
            smul_zero, smul_zero, sub_zero]
        · simp only [Pi.sub_apply, Pi.smul_apply, smul_eq_mul]
          ring
    have hz : M.adjugate i = 0 := funext hrow
    rw [hz, zero_dotProduct] at hrs
    exact hne (by rw [hv, hz, ← hrs, zero_smul, sub_zero])
  have h2 := congrFun (hv.symm.trans hv0) j
  simp only [Pi.sub_apply, Pi.smul_apply, smul_eq_mul, Pi.zero_apply] at h2
  simp only [Matrix.smul_apply, Matrix.vecMulVec_apply, smul_eq_mul]
  linarith

/-- An eigenvector of a real square matrix `A` with eigenvalue `θ` is also an eigenvector of the
adjugate of `θ - A`, with eigenvalue the slope of the characteristic polynomial at `θ`. -/
theorem adjugate_mulVec_eigenvector (A : Matrix N N ℝ) (s : N → ℝ) (θ : ℝ)
    (h : A *ᵥ s = θ • s) :
    (θ • (1 : Matrix N N ℝ) - A).adjugate *ᵥ s = A.charpoly.derivative.eval θ • s := by
  have hc : A.charmatrix *ᵥ (fun i => C (s i)) = (X - C θ) • (fun i => C (s i)) := by
    funext i
    have hi : ∑ j, A i j * s j = θ * s i := congrFun h i
    have hi' : C θ * C (s i) = ∑ j, C (A i j) * C (s j) := by
      rw [← C_mul, ← hi, map_sum]
      simp only [C_mul]
    simp only [Matrix.mulVec, dotProduct, Pi.smul_apply, smul_eq_mul, Matrix.charmatrix_apply,
      sub_mul, Finset.sum_sub_distrib, Matrix.diagonal_apply, ite_mul, zero_mul,
      Finset.sum_ite_eq, Finset.mem_univ, if_true]
    rw [hi']
  have hk : A.charpoly • (fun i => C (s i))
      = (X - C θ) • (A.charmatrix.adjugate *ᵥ (fun i => C (s i))) := by
    rw [Matrix.charpoly, ← Matrix.mulVec_smul, ← hc, Matrix.mulVec_mulVec,
      Matrix.adjugate_mul, Matrix.smul_mulVec, Matrix.one_mulVec]
  have hm : (evalRingHom θ).mapMatrix A.charmatrix = θ • (1 : Matrix N N ℝ) - A := by
    ext i j
    by_cases hij : i = j <;> simp [hij]
  funext i
  -- differentiate the polynomial identity and evaluate at the eigenvalue
  have e := congrArg (fun p : ℝ[X] => (derivative p).eval θ) (congrFun hk i)
  simp only [Pi.smul_apply, smul_eq_mul, derivative_mul, derivative_sub, derivative_X,
    derivative_C, eval_add, eval_mul, eval_sub, eval_X, eval_C, sub_self, sub_zero,
    zero_mul, mul_zero, one_mul, add_zero] at e
  rw [← hm, ← RingHom.map_adjugate, Pi.smul_apply, smul_eq_mul, e]
  simp only [Matrix.mulVec, dotProduct, eval_finsetSum, eval_mul, eval_C,
    RingHom.mapMatrix_apply, Matrix.map_apply, coe_evalRingHom]

/-- For a real symmetric matrix with unit eigenvector `s` and eigenvalue `θ`, the adjugate of
`θ - A` is the projector onto `s` times the slope of the characteristic polynomial at `θ`. -/
theorem adjugate_eq_projector (A : Matrix N N ℝ) (hA : A.IsSymm) (s : N → ℝ) (θ : ℝ)
    (hs : s ⬝ᵥ s = 1) (h : A *ᵥ s = θ • s) :
    (θ • (1 : Matrix N N ℝ) - A).adjugate
      = A.charpoly.derivative.eval θ • Matrix.vecMulVec s s := by
  refine adjugate_eq_of_null _ ?_ s _ hs ?_ (adjugate_mulVec_eigenvector A s θ h)
  · rw [Matrix.IsSymm, Matrix.transpose_sub, Matrix.transpose_smul, Matrix.transpose_one, hA.eq]
  · rw [Matrix.sub_mulVec, Matrix.smul_mulVec, Matrix.one_mulVec, h, sub_self]

/-- The corner entry of the adjugate of `θ - T`, for tridiagonal `T`, is the product of the
off-diagonal entries, whatever the value of `θ`. -/
theorem adjugate_corner (n : ℕ) (a b : ℕ → ℝ) (θ : ℝ) :
    (θ • (1 : Matrix (Fin (n + 1)) (Fin (n + 1)) ℝ) - jacobi n a b).adjugate 0 (Fin.last n)
      = ∏ k ∈ Finset.range n, b k := by
  have upper : ∀ i j : Fin n, i < j →
      (θ • (1 : Matrix (Fin (n + 1)) (Fin (n + 1)) ℝ) - jacobi n a b) i.castSucc j.succ = 0 := by
    intro i j hij
    have hij' : (i : ℕ) < (j : ℕ) := hij
    have h2 : ¬ ((i.castSucc : ℕ) = (j.succ : ℕ)) := by
      change ¬ ((i : ℕ) = (j : ℕ) + 1); omega
    have h3 : ¬ ((i.castSucc : ℕ) + 1 = (j.succ : ℕ)) := by
      change ¬ ((i : ℕ) + 1 = (j : ℕ) + 1); omega
    have h4 : ¬ ((j.succ : ℕ) + 1 = (i.castSucc : ℕ)) := by
      change ¬ ((j : ℕ) + 1 + 1 = (i : ℕ)); omega
    have h1 : i.castSucc ≠ j.succ := fun h => h2 (congrArg Fin.val h)
    simp only [Matrix.sub_apply, Matrix.smul_apply, Matrix.one_apply_ne h1, jacobi,
      Matrix.of_apply, if_neg h2, if_neg h3, if_neg h4, smul_zero, sub_zero]
  have diag : ∀ i : Fin n,
      (θ • (1 : Matrix (Fin (n + 1)) (Fin (n + 1)) ℝ) - jacobi n a b) i.castSucc i.succ
        = (-1) * b i := by
    intro i
    have h2 : ¬ ((i.castSucc : ℕ) = (i.succ : ℕ)) := by
      change ¬ ((i : ℕ) = (i : ℕ) + 1); omega
    have h3 : (i.castSucc : ℕ) + 1 = (i.succ : ℕ) := rfl
    have h1 : i.castSucc ≠ i.succ := fun h => h2 (congrArg Fin.val h)
    have h5 : (θ • (1 : Matrix (Fin (n + 1)) (Fin (n + 1)) ℝ) - jacobi n a b)
        i.castSucc i.succ = -b (i.castSucc : ℕ) := by
      simp only [Matrix.sub_apply, Matrix.smul_apply, Matrix.one_apply_ne h1, jacobi,
        Matrix.of_apply, if_neg h2, if_pos h3, smul_zero, zero_sub]
    exact h5.trans (neg_one_mul _).symm
  -- deleting the last row and first column leaves a lower triangular matrix
  rw [Matrix.adjugate_fin_succ_eq_det_submatrix, Fin.succAbove_last, Fin.succAbove_zero,
    Matrix.det_of_isLowerTriangular
      ((θ • (1 : Matrix (Fin (n + 1)) (Fin (n + 1)) ℝ) - jacobi n a b).submatrix
        Fin.castSucc Fin.succ) (fun i j hij => upper i j hij)]
  simp only [Matrix.submatrix_apply, diag, Fin.val_last, Fin.val_zero, add_zero]
  rw [Finset.prod_mul_distrib, Finset.prod_const, Finset.card_univ, Fintype.card_fin,
    Finset.prod_range, ← mul_assoc, ← mul_pow]
  norm_num

/-- The tridiagonal matrix `jacobi n a b` is symmetric. -/
theorem jacobi_isSymm (n : ℕ) (a b : ℕ → ℝ) : (jacobi n a b).IsSymm := by
  ext i j
  simp only [Matrix.transpose_apply, jacobi, Matrix.of_apply]
  split_ifs <;> first
    | rfl
    | (exfalso; omega)
    | exact congrArg a (by omega)

/-- **Paige's formula**, corner case: for a unit eigenvector of a real symmetric tridiagonal matrix, the first
component times the last component times the slope of the characteristic polynomial at the
eigenvalue equals the product of the off-diagonal entries. -/
theorem paige_formula (n : ℕ) (a b : ℕ → ℝ) (s : Fin (n + 1) → ℝ) (θ : ℝ)
    (hs : s ⬝ᵥ s = 1) (h : jacobi n a b *ᵥ s = θ • s) :
    s 0 * s (Fin.last n) * (jacobi n a b).charpoly.derivative.eval θ
      = ∏ k ∈ Finset.range n, b k := by
  have h1 := congrFun (congrFun
    (adjugate_eq_projector _ (jacobi_isSymm n a b) s θ hs h) 0) (Fin.last n)
  rw [adjugate_corner] at h1
  simp only [Matrix.smul_apply, Matrix.vecMulVec_apply, smul_eq_mul] at h1
  rw [h1]
  ring

/-- For a real symmetric tridiagonal matrix of size at least two, the slope of the characteristic polynomial at an eigenvalue is in
absolute value at least twice the product of the absolute off-diagonal entries. -/
theorem charpoly_slope_bound (n : ℕ) (a b : ℕ → ℝ) (s : Fin (n + 2) → ℝ) (θ : ℝ)
    (hs : s ⬝ᵥ s = 1) (h : jacobi (n + 1) a b *ᵥ s = θ • s) :
    2 * ∏ k ∈ Finset.range (n + 1), |b k|
      ≤ |(jacobi (n + 1) a b).charpoly.derivative.eval θ| := by
  have h1 : s (Fin.last (n + 1)) * s (Fin.last (n + 1))
      ≤ ∑ i : Fin (n + 1), s i.succ * s i.succ :=
    Finset.single_le_sum (f := fun i : Fin (n + 1) => s i.succ * s i.succ)
      (fun i _ => mul_self_nonneg _) (Finset.mem_univ (Fin.last n))
  rw [dotProduct, Fin.sum_univ_succ] at hs
  -- two components of a unit vector have product at most one half
  have h2 : 2 * |s 0 * s (Fin.last (n + 1))| ≤ 1 := by
    rw [abs_mul]
    nlinarith [sq_nonneg (|s 0| - |s (Fin.last (n + 1))|), sq_abs (s 0),
      sq_abs (s (Fin.last (n + 1)))]
  rw [← Finset.abs_prod, ← paige_formula (n + 1) a b s θ
    (by rw [dotProduct, Fin.sum_univ_succ]; exact hs) h, abs_mul, ← mul_assoc]
  exact mul_le_of_le_one_left (abs_nonneg _) h2

omit [DecidableEq N] in
/-- For a Lanczos relation `A V = V T + b_n q eᵀ`, with `e` the last unit vector and `s` a unit
eigenvector of the tridiagonal `T` with eigenvalue `θ`, the residual `A V s - θ V s` of
the Ritz vector `V s` times the starting weight `s 0` and the slope of the characteristic
polynomial of `T` at `θ` is the product of all `b_k` up to `b_n` times the next Lanczos vector `q`. -/
theorem ritz_residual (n : ℕ) (a b : ℕ → ℝ) (s : Fin (n + 1) → ℝ) (θ : ℝ)
    (hs : s ⬝ᵥ s = 1) (h : jacobi n a b *ᵥ s = θ • s)
    (A : Matrix N N ℝ) (V : Matrix N (Fin (n + 1)) ℝ) (q : N → ℝ)
    (hL : A * V = V * jacobi n a b
      + Matrix.vecMulVec (b n • q) (Pi.single (Fin.last n) 1)) :
    (s 0 * (jacobi n a b).charpoly.derivative.eval θ) • (A *ᵥ (V *ᵥ s) - θ • (V *ᵥ s))
      = (∏ k ∈ Finset.range (n + 1), b k) • q := by
  -- the residual points along the next Lanczos vector
  have hr : A *ᵥ (V *ᵥ s) - θ • (V *ᵥ s) = (b n * s (Fin.last n)) • q := by
    rw [Matrix.mulVec_mulVec, hL, Matrix.add_mulVec, ← Matrix.mulVec_mulVec, h,
      Matrix.mulVec_smul, add_sub_cancel_left]
    funext i
    simp only [Matrix.mulVec, dotProduct, Matrix.vecMulVec_apply, Pi.single_apply, mul_ite,
      mul_one, mul_zero, ite_mul, zero_mul, Finset.sum_ite_eq',
      Finset.mem_univ, if_true, Pi.smul_apply, smul_eq_mul]
    ring
  rw [hr, Finset.prod_range_succ, ← paige_formula n a b s θ hs h, smul_smul]
  congr 1
  ring

/-- The tridiagonal matrix with diagonal 0, 7, 14 and off-diagonals 12, with the three unit vectors
as Lanczos vectors, meets all hypotheses of `ritz_residual` for the eigenvector (3/5, 4/5) of its
leading two-dimensional block with eigenvalue 16. -/
theorem ritz_residual_witness :
    (![3 / 5, 4 / 5] : Fin 2 → ℝ) ⬝ᵥ ![3 / 5, 4 / 5] = 1 ∧
    jacobi 1 (fun k => 7 * (k : ℝ)) (fun _ => 12) *ᵥ ![3 / 5, 4 / 5]
      = (16 : ℝ) • ![3 / 5, 4 / 5] ∧
    jacobi 2 (fun k => 7 * (k : ℝ)) (fun _ => 12)
        * (!![1, 0; 0, 1; 0, 0] : Matrix (Fin (2 + 1)) (Fin (1 + 1)) ℝ)
      = (!![1, 0; 0, 1; 0, 0] : Matrix (Fin (2 + 1)) (Fin (1 + 1)) ℝ)
          * jacobi 1 (fun k => 7 * (k : ℝ)) (fun _ => 12)
        + Matrix.vecMulVec ((12 : ℝ) • (![0, 0, 1] : Fin (2 + 1) → ℝ))
            (Pi.single (Fin.last 1) 1 : Fin (1 + 1) → ℝ) := by
  refine ⟨?_, ?_, ?_⟩
  · norm_num [dotProduct, Fin.sum_univ_succ]
  · ext i
    fin_cases i <;> norm_num [jacobi, Matrix.mulVec, dotProduct, Fin.sum_univ_succ]
  · refine Matrix.ext fun (i : Fin 3) (j : Fin 2) => ?_
    -- pass to single entries before inserting numbers
    simp only [Matrix.add_apply, Matrix.mul_apply, Matrix.vecMulVec_apply, Pi.smul_apply,
      smul_eq_mul, Pi.single_apply, Fin.ext_iff, Fin.val_last]
    fin_cases i <;> fin_cases j <;> norm_num [jacobi, Fin.sum_univ_succ]

end

end PaigeFormula
```

```lean
#print axioms PaigeFormula.paige_formula
#print axioms PaigeFormula.charpoly_slope_bound
#print axioms PaigeFormula.ritz_residual
```

```
'PaigeFormula.paige_formula' depends on axioms: [propext, Classical.choice, Quot.sound]
'PaigeFormula.charpoly_slope_bound' depends on axioms: [propext, Classical.choice, Quot.sound]
'PaigeFormula.ritz_residual' depends on axioms: [propext, Classical.choice, Quot.sound]
```

## Reading the statements

`jacobi n a b` is $T$; the sequences `a` and `b` are infinite, but only the entries named above enter it. `s 0` and `s (Fin.last n)` are $s_0$ and $s_n$, and `hs` is the normalisation. In `charpoly_slope_bound` the Lean index `n + 1` plays the part of $n$, which builds in the condition $n\ge1$. `paige_formula` allows zero or negative $b_k$ and does not assume that $\theta$ is simple. If some $b_k$ with $k<n$ vanishes, it says only that the left side is zero. It treats the corner pair; for a general product $s_is_j$, characteristic polynomials of the outer blocks enter as well.

`ritz_residual` is stated for real `A`, `V` and `q`; the residual step derived above holds unchanged for complex ones, as long as $T$ is real. The theorem assumes the Lanczos relation `hL` exactly, so rounding errors are not modelled. It needs neither symmetric `A`, orthonormal columns of `V`, nor unit `q`; reading $s_0$ as an overlap and $|b_ns_n|$ as a norm uses the last two. `ritz_residual_witness` checks its hypotheses on the example above, taking for `A` a tridiagonal matrix of size three whose leading block is $T$.

## How the proof runs

- `adjugate_mulVec_eigenvector` is the slope step: `hk` is the polynomial identity, and `e` its derivative at $\theta$.
- `adjugate_row_eq_zero` is the row replacement. `adjugate_eq_of_null` uses it to prove `hv0`, that is $v=0$, and `adjugate_eq_projector` inserts $M=\theta-A$.
- `adjugate_corner` establishes the triangular shape (`upper`) and the diagonal (`diag`).
- `paige_formula` compares corner entries, using `jacobi_isSymm`.
- `charpoly_slope_bound` gets $2|s_0s_n|\le1$ from the square of $|s_0|-|s_n|$; `hr` in `ritz_residual` is the residual before multiplication.
